# A bound on label differences between nearby atoms in close-packed layers

Two atoms in a stack of triangular layers have integer labels differing by `z = (a, b, m)`, with `m` counting layers, and `form d z` is a quadratic form in `z` and a relative shift `d`. For in-plane axes at 60° and ideal close packing it is three times the squared distance, in units of the nearest-neighbour spacing, when the shift is `d` thirds of the sum of the two in-plane lattice vectors. The lemma says that if the form is below 8, then `a`, `b` and `m` all lie between -1 and 1, provided `d` is 0 within a layer and ±1 between adjacent layers. The attempt first bounds `m`, then splits into five cases for `m` and `d` and asks `nlinarith` for the four bounds on `a` and `b` in each.

The failing Lean file:

```lean
import Mathlib

namespace MemBlock

/-- Label of an atom: two in-plane integer coordinates and the number of its layer. -/
abbrev Site := ℤ × ℤ × ℤ

/-- An integer quadratic form in a label difference `z` and a shift difference `d`. -/
def form (d : ℤ) (z : Site) : ℤ :=
  3 * (z.1 ^ 2 + z.1 * z.2.1 + z.2.1 ^ 2 + d * (z.1 + z.2.1)) + d ^ 2 + 2 * z.2.2 ^ 2

/-- The label differences with all entries between -1 and 1. -/
noncomputable def block : Finset Site :=
  Finset.Icc (-1) 1 ×ˢ Finset.Icc (-1) 1 ×ˢ Finset.Icc (-1) 1

/-- If the shift vanishes within a layer and is plus or minus one to the adjacent layers, label
differences with form below 8 lie in the block. -/
theorem mem_block (d : ℤ) (z : Site) (h : form d z < 8) (h0 : z.2.2 = 0 → d = 0)
    (h1 : z.2.2 = 1 ∨ z.2.2 = -1 → d = 1 ∨ d = -1) : z ∈ block := by
  obtain ⟨a, b, m⟩ := z
  simp only [form] at h h0 h1
  have hm : m ^ 2 < 4 := by
    nlinarith [sq_nonneg (2 * (3 * a + d) + (3 * b + d)), sq_nonneg (3 * b + d)]
  have l : -2 < m := by nlinarith
  have r : m < 2 := by nlinarith
  have hab : (-1 ≤ a ∧ a ≤ 1) ∧ -1 ≤ b ∧ b ≤ 1 := by
    rcases (by omega : (m = 0 ∧ d = 0) ∨ ((m = 1 ∨ m = -1) ∧ (d = 1 ∨ d = -1)))
      with ⟨rfl, rfl⟩ | ⟨rfl | rfl, rfl | rfl⟩ <;> refine ⟨⟨?_, ?_⟩, ?_, ?_⟩ <;>
      nlinarith [sq_nonneg (2 * a + b), sq_nonneg (2 * b + a), sq_nonneg (2 * a + b + 1),
        sq_nonneg (2 * b + a + 1), sq_nonneg (2 * a + b - 1), sq_nonneg (2 * b + a - 1)]
  simp only [block, Finset.mem_product, Finset.mem_Icc]
  omega

end MemBlock
```

Compiling this gives:

```
Main.lean:29:6: error: (deterministic) timeout at `«Mathlib.Tactic.Linarith.SimplexAlgorithm.runSimplexAlgorithm»`, maximum number of heartbeats (200000) has been reached

Note: Use `set_option maxHeartbeats <num>` to set the limit.

Hint: Additional diagnostic information may be available using the `set_option diagnostics true` command.
Main.lean:16:0: error: (deterministic) timeout at `whnf`, maximum number of heartbeats (200000) has been reached

Note: Use `set_option maxHeartbeats <num>` to set the limit.

Hint: Additional diagnostic information may be available using the `set_option diagnostics true` command.
```

What went wrong. Both messages say that Lean reached its limit of work for the declaration. The first stops in the linear-arithmetic search inside `nlinarith`; the second, placed at the start of the theorem, reports the same limit and names no separate mathematical fault.

The failing line runs `nlinarith` on up to twenty goals, each with six squares as hints. `nlinarith` also multiplies hints and hypotheses together, so each search is large, and all draw on one allowance.

The repair completes the square once for each coordinate. `ha` and `hb` bound `(3 * a + d) ^ 2` and `(3 * b + d) ^ 2` by `32 - 8 * m ^ 2`, each from a single square by `linarith`. `s5` and `s4` turn such bounds into linear ones, using `nlinarith` only on small problems in one variable. Within a layer `3 * a + d` is then at most 5 in size, and between adjacent layers at most 4; the same holds for `b`. With the known values of `d`, `omega` finishes over the integers, in two cases instead of five.

The `clear` lines drop facts `omega` doesn't need; no message shows they were required.

As a diff, the version that Lean accepts:

```diff
@@ -24,9 +24,24 @@
   have l : -2 < m := by nlinarith
   have r : m < 2 := by nlinarith
+  -- completing the square bounds each in-plane coordinate
+  have ha : (3 * a + d) ^ 2 < 32 - 8 * m ^ 2 := by
+    linarith [sq_nonneg ((3 * a + d) + 2 * (3 * b + d))]
+  have hb : (3 * b + d) ^ 2 < 32 - 8 * m ^ 2 := by
+    linarith [sq_nonneg ((3 * b + d) + 2 * (3 * a + d))]
+  have s5 : ∀ t : ℤ, t ^ 2 < 32 → -6 < t ∧ t < 6 := fun t ht => by constructor <;> nlinarith
+  have s4 : ∀ t : ℤ, t ^ 2 < 25 → -5 < t ∧ t < 5 := fun t ht => by constructor <;> nlinarith
   have hab : (-1 ≤ a ∧ a ≤ 1) ∧ -1 ≤ b ∧ b ≤ 1 := by
     rcases (by omega : (m = 0 ∧ d = 0) ∨ ((m = 1 ∨ m = -1) ∧ (d = 1 ∨ d = -1)))
-      with ⟨rfl, rfl⟩ | ⟨rfl | rfl, rfl | rfl⟩ <;> refine ⟨⟨?_, ?_⟩, ?_, ?_⟩ <;>
-      nlinarith [sq_nonneg (2 * a + b), sq_nonneg (2 * b + a), sq_nonneg (2 * a + b + 1),
-        sq_nonneg (2 * b + a + 1), sq_nonneg (2 * a + b - 1), sq_nonneg (2 * b + a - 1)]
+      with ⟨_, hd⟩ | ⟨hm1, hd⟩
+    · have a5 := s5 (3 * a + d) (by linarith [sq_nonneg m])
+      have b5 := s5 (3 * b + d) (by linarith [sq_nonneg m])
+      clear h ha hb hm
+      omega
+    · have m2 : m ^ 2 = 1 := by rcases hm1 with e | e <;> rw [e] <;> norm_num
+      have a4 := s4 (3 * a + d) (by linarith)
+      have b4 := s4 (3 * b + d) (by linarith)
+      clear h ha hb hm m2
+      omega
+  clear h ha hb hm
   simp only [block, Finset.mem_product, Finset.mem_Icc]
   omega
```
